# Two inexact Kerker updates share an error bound, but only one is always neutral

Let L be a real symmetric matrix on a finite grid, with nonnegative quadratic form and zero row sums, and let s > 0. For a density residual r, the exact Kerker update is Pr = L(L+s)⁻¹r. If z is any approximate solution of (L+s)z = r, with solver residual t = (L+s)z − r, then

‖Lz − Pr‖² + ‖r − sz − Pr‖² ≤ ‖t‖².

Each update is therefore within ‖t‖ of Pr. The total charge of Lz is zero, while that of r − sz is −∑ t(i).

For real-space SCF codes that solve the screened Helmholtz equation (L+s)z = r iteratively, this turns a tolerance on ‖t‖ into a bound on the error of the mixing update, provided the discretisation has these properties and s is constant.

## Densities and operators on the grid

L stands for −∇² on the grid, and s for the squared screening wavevector. A density is a function `n → ℝ`; `charge` sums its components and `l2` is √(v·v), both without a volume element.

In Lean 4 with Mathlib:

```lean
import Mathlib

open Matrix

namespace InexactKerkerMixing

noncomputable section

variable {n : Type*} [Fintype n]

/-- A discrete negative Laplacian: a real symmetric matrix with nonnegative quadratic form
and zero row sums. -/
structure IsLaplacian (L : Matrix n n ℝ) : Prop where
  symm : L.IsSymm
  nonneg : ∀ x : n → ℝ, 0 ≤ x ⬝ᵥ (L *ᵥ x)
  row_sum : ∀ i, ∑ j, L i j = 0

/-- The total charge of a density on the grid. -/
def charge (v : n → ℝ) : ℝ := ∑ i, v i

/-- The Euclidean norm of a density on the grid. -/
def l2 (v : n → ℝ) : ℝ := Real.sqrt (v ⬝ᵥ v)

/-- The density with its average value subtracted. -/
def neutralize (v : n → ℝ) : n → ℝ := fun i => v i - charge v / (Fintype.card n : ℝ)

variable [DecidableEq n]

/-- The screened Helmholtz operator `L + s`. -/
def helmholtz (L : Matrix n n ℝ) (s : ℝ) : Matrix n n ℝ := L + s • (1 : Matrix n n ℝ)

/-- The exact Kerker-preconditioned density residual `L (L + s)⁻¹ r`. -/
def kerker (L : Matrix n n ℝ) (s : ℝ) (r : n → ℝ) : n → ℝ :=
  L *ᵥ ((helmholtz L s)⁻¹ *ᵥ r)

/-- The residual `(L + s) z - r` left by an approximate Helmholtz solution `z`. -/
def solverResidual (L : Matrix n n ℝ) (s : ℝ) (z r : n → ℝ) : n → ℝ :=
  helmholtz L s *ᵥ z - r

/-- The Helmholtz operator acts as `z ↦ L z + s z`. -/
theorem helmholtz_mulVec (L : Matrix n n ℝ) (s : ℝ) (z : n → ℝ) :
    helmholtz L s *ᵥ z = L *ᵥ z + s • z := by
  rw [helmholtz, add_mulVec, smul_mulVec, one_mulVec]
```

The vector `z` is arbitrary, so no particular solver is assumed. Arithmetic is exact, and neither the continuum limit nor SCF convergence is addressed.

## Symmetry and zero row sums: no net charge from L

Zero row sums mean that L annihilates constant fields, as with periodic or zero-flux boundaries. Symmetry expresses reciprocal coupling between grid points and makes the column sums vanish too:

∑ᵢ (Lz)(i) = ∑ⱼ z(j) ∑ᵢ L(i,j) = ∑ⱼ z(j) ∑ᵢ L(j,i) = 0.

`charge_laplacian` follows this line, exchanging the sums with `Finset.sum_comm`.

```lean
omit [DecidableEq n] in
/-- The Laplacian of any field has total charge zero. -/
theorem charge_laplacian {L : Matrix n n ℝ} (hL : IsLaplacian L) (z : n → ℝ) :
    charge (L *ᵥ z) = 0 := by
  simp only [charge, mulVec, dotProduct]
  rw [Finset.sum_comm]
  apply Finset.sum_eq_zero
  intro j _
  -- by symmetry the column sums vanish along with the row sums
  have h : ∑ i, L i j = 0 :=
    (Finset.sum_congr rfl (fun i _ => hL.symm.apply j i)).trans (hL.row_sum j)
  rw [← Finset.sum_mul, h, zero_mul]
```

Without zero row sums, as with a grounded boundary, Lz can carry charge, though the bounds on the errors of Lz and r − sz survive. Without symmetry this argument fails, but the conclusion remains if the quadratic form is nonnegative: the form has its minimum, zero, at the constant field u, so (L+Lᵀ)u = 0 and hence Lᵀu = 0.

## Positive screening: an invertible Helmholtz operator

If (L+s)v = 0, then v·Lv + s v·v = 0. The first term is nonnegative and s > 0, so v = 0. At s = 0 the constant fields make the operator singular.

The proof turns on Mathlib's `exists_mulVec_eq_zero_iff`, which converts a zero determinant into a nonzero vector v with (L+s)v = 0. The energy argument then gives a contradiction without any diagonalisation, and the resulting `IsUnit` statement allows the matrix inverse to be cancelled.

```lean
/-- For positive screening `s` the Helmholtz operator is invertible. -/
theorem helmholtz_isUnit_det {L : Matrix n n ℝ} (hL : IsLaplacian L) {s : ℝ} (hs : 0 < s) :
    IsUnit (helmholtz L s).det := by
  rw [isUnit_iff_ne_zero]
  intro h0
  obtain ⟨v, hv, h⟩ := exists_mulVec_eq_zero_iff.mpr h0
  rw [helmholtz_mulVec] at h
  have h1 : v ⬝ᵥ (L *ᵥ v) + s * (v ⬝ᵥ v) = 0 := by
    have h' := congrArg (fun u => v ⬝ᵥ u) h
    simpa only [dotProduct_add, dotProduct_smul, smul_eq_mul, dotProduct_zero] using h'
  have h2 : 0 ≤ v ⬝ᵥ v := Finset.sum_nonneg fun i _ => mul_self_nonneg (v i)
  have h3 : v ⬝ᵥ v ≠ 0 := fun h => hv (dotProduct_self_eq_zero.mp h)
  have h4 := mul_pos hs (lt_of_le_of_ne h2 (Ne.symm h3))
  linarith [hL.nonneg v]
```

Now put y = (L+s)⁻¹r and w = (L+s)⁻¹t = z − y. Since Pr = Ly and r = Ly + sy,

Lz − Pr = L(z − y) = Lw,

r − sz − Pr = sy − sz = −sw.

In `update_errors`, `hw` is the formula for w and `hy` the equation for r.

```lean
/-- The error of `L z` is the Kerker operator applied to the solver residual `t`, and the error
of `r - s z` is `-s (L + s)⁻¹ t`. -/
theorem update_errors {L : Matrix n n ℝ} (hL : IsLaplacian L) {s : ℝ} (hs : 0 < s)
    (z r : n → ℝ) :
    L *ᵥ z - kerker L s r = kerker L s (solverResidual L s z r) ∧
    r - s • z - kerker L s r =
      -(s • ((helmholtz L s)⁻¹ *ᵥ solverResidual L s z r)) := by
  have hdet := helmholtz_isUnit_det hL hs
  have hw : (helmholtz L s)⁻¹ *ᵥ solverResidual L s z r
      = z - (helmholtz L s)⁻¹ *ᵥ r := by
    rw [solverResidual, mulVec_sub, mulVec_mulVec, nonsing_inv_mul _ hdet, one_mulVec]
  have hy : L *ᵥ ((helmholtz L s)⁻¹ *ᵥ r) + s • ((helmholtz L s)⁻¹ *ᵥ r) = r := by
    rw [← helmholtz_mulVec, mulVec_mulVec, mul_nonsing_inv _ hdet, one_mulVec]
  constructor
  · unfold kerker
    rw [hw, mulVec_sub]
  · unfold kerker
    rw [hw]
    ext i
    have h := congrFun hy i
    simp only [Pi.add_apply, Pi.sub_apply, Pi.neg_apply, Pi.smul_apply, smul_eq_mul] at h ⊢
    linear_combination -h
```

## Nonnegative quadratic form: neither error is amplified

Physically, w·Lw is a discrete gradient energy. Since t = Lw + sw,

‖t‖² = ‖Lw‖² + ‖sw‖² + 2s w·Lw ≥ ‖Lw‖² + ‖sw‖².

`error_budget` expands the dot products in the same way and gives the sign of the cross term to `nlinarith`.

```lean
/-- The squared errors of the two updates `L z` and `r - s z` together do not exceed the squared
norm of the solver residual. -/
theorem error_budget {L : Matrix n n ℝ} (hL : IsLaplacian L) {s : ℝ} (hs : 0 < s)
    (z r : n → ℝ) :
    l2 (L *ᵥ z - kerker L s r) ^ 2 + l2 (r - s • z - kerker L s r) ^ 2
      ≤ l2 (solverResidual L s z r) ^ 2 := by
  have hsq : ∀ v : n → ℝ, l2 v ^ 2 = v ⬝ᵥ v := fun v =>
    Real.sq_sqrt (Finset.sum_nonneg fun i _ => mul_self_nonneg (v i))
  obtain ⟨h1, h2⟩ := update_errors hL hs z r
  rw [h1, h2, hsq, hsq, hsq, kerker]
  obtain ⟨w, hw⟩ : ∃ w, (helmholtz L s)⁻¹ *ᵥ solverResidual L s z r = w := ⟨_, rfl⟩
  have ht : L *ᵥ w + s • w = solverResidual L s z r := by
    rw [← helmholtz_mulVec, ← hw, mulVec_mulVec,
      mul_nonsing_inv _ (helmholtz_isUnit_det hL hs), one_mulVec]
  -- expand `t = L w + s w`; the cross term is nonnegative
  rw [hw, ← ht]
  simp only [add_dotProduct, dotProduct_add, smul_dotProduct, dotProduct_smul,
    neg_dotProduct, dotProduct_neg, smul_eq_mul]
  rw [dotProduct_comm (L *ᵥ w) w]
  nlinarith [mul_nonneg hs.le (hL.nonneg w)]
```

Without nonnegativity, an eigenvalue −s makes L+s singular, and for a negative eigenvalue λ > −s, a solver residual along its eigenvector gives r − sz an error s/(λ+s) > 1 times as large as that residual.

Dropping either square gives the separate bounds in `inexact_kerker`. The second charge follows from r − sz = Lz − t.

```lean
/-- Both `L z` and `r - s z` differ from the exact Kerker update by at most the norm of the solver
residual `t`; the first has total charge zero, the second has total charge `-∑ t`. -/
theorem inexact_kerker {L : Matrix n n ℝ} (hL : IsLaplacian L) {s : ℝ} (hs : 0 < s)
    (z r : n → ℝ) :
    l2 (L *ᵥ z - kerker L s r) ≤ l2 (solverResidual L s z r) ∧
    l2 (r - s • z - kerker L s r) ≤ l2 (solverResidual L s z r) ∧
    charge (L *ᵥ z) = 0 ∧
    charge (r - s • z) = -charge (solverResidual L s z r) := by
  have hb := error_budget hL hs z r
  have ht : 0 ≤ l2 (solverResidual L s z r) := Real.sqrt_nonneg _
  refine ⟨?_, ?_, charge_laplacian hL z, ?_⟩
  · nlinarith [sq_nonneg (l2 (r - s • z - kerker L s r))]
  · nlinarith [sq_nonneg (l2 (L *ᵥ z - kerker L s r))]
  · have h : r - s • z = L *ᵥ z - solverResidual L s z r := by
      rw [solverResidual, helmholtz_mulVec]
      abel
    have h0 := charge_laplacian hL z
    rw [h]
    simp only [charge, Pi.sub_apply, Finset.sum_sub_distrib] at h0 ⊢
    rw [h0, zero_sub]
```

## Uniform residuals, neutralisation and drift

If t(i) = c everywhere, then w = c/s is constant and Lw = 0. Thus Lz is exact, while r − sz has error −t and attains its bound.

```lean
/-- If the solver residual is uniform in space, `L z` is the exact Kerker update, while the error
of `r - s z` is minus the whole solver residual. -/
theorem uniform_residual {L : Matrix n n ℝ} (hL : IsLaplacian L) {s : ℝ} (hs : 0 < s)
    (z r : n → ℝ) (c : ℝ) (ht : solverResidual L s z r = fun _ => c) :
    L *ᵥ z = kerker L s r ∧
    r - s • z - kerker L s r = -solverResidual L s z r := by
  have hs0 : s ≠ 0 := hs.ne'
  have hc : L *ᵥ (fun _ => c / s) = 0 := by
    ext i
    simp only [mulVec, dotProduct, ← Finset.sum_mul, hL.row_sum, zero_mul, Pi.zero_apply]
  have hH : helmholtz L s *ᵥ (fun _ => c / s) = fun _ => c := by
    rw [helmholtz_mulVec, hc, zero_add]
    ext i
    change s * (c / s) = c
    field_simp
  have hw : (helmholtz L s)⁻¹ *ᵥ (fun _ => c) = fun _ => c / s := by
    rw [← hH, mulVec_mulVec, nonsing_inv_mul _ (helmholtz_isUnit_det hL hs), one_mulVec]
  obtain ⟨h1, h2⟩ := update_errors hL hs z r
  constructor
  · apply sub_eq_zero.mp
    rw [h1, ht, kerker, hw, hc]
  · rw [h2, ht, hw]
    ext i
    change -(s * (c / s)) = -c
    field_simp
```

Subtracting the mean m of v = r − sz restores neutrality. With q = Pr neutral and N₀ grid points, ∑(v−q) = N₀m, so

‖v − m − q‖² = ‖v − q‖² − 2m·N₀m + N₀m² = ‖v − q‖² − N₀m².

The distance to Pr cannot grow.

```lean
/-- Subtracting the average from `r - s z` makes its total charge zero and keeps its distance to
the exact Kerker update within the norm of the solver residual. -/
theorem neutralized_update {L : Matrix n n ℝ} (hL : IsLaplacian L) {s : ℝ} (hs : 0 < s)
    (z r : n → ℝ) :
    charge (neutralize (r - s • z)) = 0 ∧
    l2 (neutralize (r - s • z) - kerker L s r) ≤ l2 (solverResidual L s z r) := by
  have hq : charge (kerker L s r) = 0 := charge_laplacian hL _
  have hle := (inexact_kerker hL hs z r).2.1
  generalize r - s • z = v at hle ⊢
  generalize kerker L s r = q at hq hle ⊢
  have hm : (Fintype.card n : ℝ) * (charge v / (Fintype.card n : ℝ)) = charge v := by
    rcases isEmpty_or_nonempty n with h | h
    · simp [charge]
    · have h0 : (Fintype.card n : ℝ) ≠ 0 := Nat.cast_ne_zero.mpr Fintype.card_ne_zero
      field_simp
  constructor
  · change ∑ i, (v i - charge v / (Fintype.card n : ℝ)) = 0
    rw [Finset.sum_sub_distrib, Finset.sum_const, Finset.card_univ, nsmul_eq_mul, hm]
    exact sub_self _
  · refine le_trans (Real.sqrt_le_sqrt ?_) hle
    change ∑ i, (v i - charge v / (Fintype.card n : ℝ) - q i) *
      (v i - charge v / (Fintype.card n : ℝ) - q i) ≤ ∑ i, (v i - q i) * (v i - q i)
    generalize charge v / (Fintype.card n : ℝ) = m at hm ⊢
    -- expand the squared distance after subtracting the constant `m`
    have hsum : ∑ i, (v i - m - q i) * (v i - m - q i) = ∑ i, (v i - q i) * (v i - q i)
        - 2 * m * (charge v - charge q) + (Fintype.card n : ℝ) * m ^ 2 := by
      have h : ∀ i, (v i - m - q i) * (v i - m - q i)
          = (v i - q i) * (v i - q i) - 2 * m * (v i - q i) + m ^ 2 := fun i => by ring
      simp only [h, charge, Finset.sum_add_distrib, Finset.sum_sub_distrib, ← Finset.mul_sum,
        Finset.sum_const, Finset.card_univ, nsmul_eq_mul]
    rw [hsum, hq, ← hm]
    nlinarith [mul_nonneg (Nat.cast_nonneg (α := ℝ) (Fintype.card n)) (sq_nonneg m)]
```

For the mixing steps x(k+1) = x(k) + a(r(k) − sz(k)), each step changes the charge by −a ∑ᵢ t(k,i). Induction adds these changes, with L, s and a fixed.

```lean
/-- When the density is mixed with the updates `r - s z`, its total charge after `N` steps has
changed by `-a` times the summed total charges of the solver residuals. -/
theorem charge_drift {L : Matrix n n ℝ} (hL : IsLaplacian L) {s : ℝ} (hs : 0 < s) (a : ℝ)
    (x r z : ℕ → n → ℝ) (hx : ∀ k, x (k + 1) = x k + a • (r k - s • z k)) (N : ℕ) :
    charge (x N) = charge (x 0)
      - a * ∑ k ∈ Finset.range N, charge (solverResidual L s (z k) (r k)) := by
  induction N with
  | zero => simp
  | succ N ih =>
    have hstep : charge (x N + a • (r N - s • z N))
        = charge (x N) + a * charge (r N - s • z N) := by
      simp only [charge, Pi.add_apply, Pi.smul_apply, smul_eq_mul, Finset.sum_add_distrib,
        Finset.mul_sum]
    rw [hx, hstep, ih, (inexact_kerker hL hs (z N) (r N)).2.2.2, Finset.sum_range_succ]
    ring
```

## Two grid points

The matrix with rows (1, −1) and (−1, 1) has quadratic form (x(0) − x(1))² and meets every condition on L. It has eigenvalue 0 on (1, 1) and 2 on (1, −1). For t = c(1, 1) + d(1, −1), the errors are

Lz − Pr = 2d/(2+s) · (1, −1),

r − sz − Pr = −c(1, 1) − sd/(2+s) · (1, −1).

Only the second contains the uniform part c.

```lean
/-- The two-site matrix with rows `(1, -1)` and `(-1, 1)` is a discrete negative Laplacian. -/
theorem isLaplacian_witness : IsLaplacian (!![1, -1; -1, 1] : Matrix (Fin 2) (Fin 2) ℝ) where
  symm := by
    ext i j
    fin_cases i <;> fin_cases j <;> simp
  nonneg := by
    intro x
    have h : x ⬝ᵥ ((!![1, -1; -1, 1] : Matrix (Fin 2) (Fin 2) ℝ) *ᵥ x) = (x 0 - x 1) ^ 2 := by
      simp [mulVec, dotProduct, Fin.sum_univ_two]
      ring
    rw [h]
    positivity
  row_sum := by
    intro i
    fin_cases i <;> simp [Fin.sum_univ_two]

end

end InexactKerkerMixing
```

```lean
#print axioms InexactKerkerMixing.uniform_residual
#print axioms InexactKerkerMixing.neutralized_update
#print axioms InexactKerkerMixing.charge_drift
```

```
'InexactKerkerMixing.uniform_residual' depends on axioms: [propext, Classical.choice, Quot.sound]
'InexactKerkerMixing.neutralized_update' depends on axioms: [propext, Classical.choice, Quot.sound]
'InexactKerkerMixing.charge_drift' depends on axioms: [propext, Classical.choice, Quot.sound]
```
